# Half the energy range of a symmetry sector is a lower bound on the one-norm of a shifted Hamiltonian

Let $H$ be a Hamiltonian, $N$ a symmetry operator such as the particle number, $n$ its target value, and $K$ a matrix that we are free to choose. All three matrices are complex and square, of the same finite size. Suppose that
$$S = H - K(N-n) = c_0 + \sum_j c_j U_j,\qquad U_j \text{ unitary}.$$
The vectors with $Nv=nv$ form the sector $N=n$. Every eigenvector of $H$ in this sector is an eigenvector of $S$ with the same eigenvalue, and any two such eigenvalues satisfy
$$\tfrac12|E_1-E_2|\le\lambda,\qquad \lambda=\sum_j|c_j|.$$

In phase estimation based on linear combinations of unitaries, the number of calls to the Hamiltonian at fixed energy precision grows with the one-norm $\lambda$. For a finite matrix, the inequality limits how far a shift of this form can lower it.

## From the eigenvalue equation to the bound

A unitary preserves length: $\|Uv\|^2=v^\dagger U^\dagger Uv=\|v\|^2$. If $Sv=Ev$ with $v\neq0$, then $(E-c_0)v=\sum_j c_jU_jv$. Taking norms gives
$$|E-c_0|\,\|v\|\le\sum_j|c_j|\,\|U_jv\|=\lambda\|v\|,$$
so $|E-c_0|\le\lambda$. For two eigenvalues of $S$,
$$|E_1-E_2|\le|E_1-c_0|+|E_2-c_0|\le2\lambda.$$
If $Nv=nv$, then $K(N-n)v=0$ and $Sv=Hv$, so the bound applies to the sector eigenvalues of $H$.

Both eigenvectors must lie in the sector. Take $H=K=\mathrm{diag}(0,u)$ with $u\ne0$, $N=\mathrm{diag}(0,1)$ and $n=0$. Then $S=0$ has one-norm zero, although the eigenvalues of $H$ differ by $|u|$; the second eigenvector has $N=1$.

## A diagonal shift that reaches the bound

Let $H$ and $N$ be diagonal with real entries $E_k$ and $\nu_k$, and let the sector energies lie in $[a,b]$. Put $m=(a+b)/2$ and $r=(b-a)/2$. We choose a diagonal $K$ with entries $\kappa_k$ such that
$$E_k-\kappa_k(\nu_k-n)=m+r x_k,\qquad |x_k|\le1.$$
In the sector, take $\kappa_k=0$ and $x_k=(E_k-m)/r$, or $x_k=0$ if $r=0$. Elsewhere, $\kappa_k=(E_k-m)/(\nu_k-n)$ and $x_k=0$ move the level to the midpoint.

Each $x_k$ is the mean of the phases $x_k\pm i\sqrt{1-x_k^2}$. These phases form two diagonal unitaries $U_0,U_1$, and $S=m+\frac r2(U_0+U_1)$ has one-norm $r$. When $a$ and $b$ are themselves sector energies, this is the smallest value the bound allows. The construction uses every energy level, so it shows attainability and is no recipe for an unsolved Hamiltonian.

## Matrices, shifts and decompositions in Lean

The finite type `ι` labels basis states and `J` labels the unitaries.

```lean
import Mathlib

open Matrix

namespace SymmetryShiftOneNorm

noncomputable section

variable {ι J : Type*} [Fintype ι] [DecidableEq ι] [Fintype J]
```

The order in `K * (N - n • 1)` matters: $N-n$ acts first. Neither Hermiticity nor commutation is assumed.

```lean
/-- The shifted Hamiltonian `H - K (N - n)`, for a symmetry operator `N` and a target value `n`. -/
def shifted (H K N : Matrix ι ι ℂ) (n : ℂ) : Matrix ι ι ℂ :=
  H - K * (N - n • (1 : Matrix ι ι ℂ))
```

The constant $c_0$ only offsets the energy and is left out of the one-norm.

```lean
/-- The one-norm of the coefficients, the sum of their absolute values. -/
def oneNorm (c : J → ℂ) : ℝ := ∑ j, ‖c j‖
```

`IsLCU` says that all `U j` are unitary and that the decomposition is an exact matrix identity.

```lean
/-- `A` is the constant `c₀` plus a linear combination of the unitaries `U j` with
coefficients `c j`. -/
def IsLCU (A : Matrix ι ι ℂ) (c₀ : ℂ) (c : J → ℂ) (U : J → Matrix ι ι ℂ) : Prop :=
  (∀ j, U j ∈ Matrix.unitaryGroup ι ℂ) ∧ A = c₀ • (1 : Matrix ι ι ℂ) + ∑ j, c j • U j
```

## The inequality, step by step

`WithLp.toLp 2` gives a vector its Euclidean norm. In the proof, `key` identifies $x^\dagger x$ with $\|x\|^2$, and `hU'` supplies $U^\dagger U=1$.

```lean
/-- A unitary matrix preserves the Euclidean norm of a state vector. -/
theorem norm_unitary_mulVec {U : Matrix ι ι ℂ} (hU : U ∈ Matrix.unitaryGroup ι ℂ)
    (v : ι → ℂ) : ‖WithLp.toLp 2 (U *ᵥ v)‖ = ‖WithLp.toLp 2 v‖ := by
  have key : ∀ x : ι → ℂ, star x ⬝ᵥ x = ((‖WithLp.toLp 2 x‖ ^ 2 : ℝ) : ℂ) := by
    intro x
    rw [EuclideanSpace.norm_sq_eq]
    push_cast
    simp only [dotProduct, Pi.star_apply]
    exact Finset.sum_congr rfl fun i _ => Complex.conj_mul' (x i)
  have hU' : Uᴴ * U = 1 := Matrix.mem_unitaryGroup_iff'.mp hU
  have h : star (U *ᵥ v) ⬝ᵥ (U *ᵥ v) = star v ⬝ᵥ v := by
    rw [Matrix.star_mulVec, Matrix.dotProduct_mulVec, Matrix.vecMul_vecMul, hU',
      Matrix.vecMul_one]
  rw [key, key] at h
  have h2 := Complex.ofReal_injective h
  exact (sq_eq_sq₀ (norm_nonneg _) (norm_nonneg _)).mp h2
```

Next, `h` is the eigenvalue equation with the constant moved to the left. The `calc` block takes norms, and the positive factor $\|v\|$ is cancelled.

```lean
/-- Every eigenvalue of a linear combination of unitaries lies within the one-norm of the
constant term. -/
theorem eigenvalue_near_constant {A : Matrix ι ι ℂ} {c₀ : ℂ} {c : J → ℂ}
    {U : J → Matrix ι ι ℂ} (hA : IsLCU A c₀ c U) {E : ℂ} {v : ι → ℂ} (hv : v ≠ 0)
    (hE : A *ᵥ v = E • v) : ‖E - c₀‖ ≤ oneNorm c := by
  have hsum : (∑ j, c j • U j) *ᵥ v = ∑ j, c j • (U j *ᵥ v) := by
    ext i
    simp only [Matrix.mulVec, dotProduct, Matrix.sum_apply, Matrix.smul_apply,
      Finset.sum_apply, Pi.smul_apply, smul_eq_mul, Finset.sum_mul, Finset.mul_sum, mul_assoc]
    exact Finset.sum_comm
  -- the eigenvalue equation with the constant moved to the left
  have h : (E - c₀) • v = ∑ j, c j • (U j *ᵥ v) := by
    rw [hA.2, Matrix.add_mulVec, Matrix.smul_mulVec, Matrix.one_mulVec, hsum] at hE
    rw [sub_smul, ← hE, add_sub_cancel_left]
  have h' : (E - c₀) • WithLp.toLp 2 v = ∑ j, c j • WithLp.toLp 2 (U j *ᵥ v) := by
    have := congrArg (WithLp.toLp 2) h
    simpa only [WithLp.toLp_smul, WithLp.toLp_sum] using this
  have hpos : 0 < ‖WithLp.toLp 2 v‖ :=
    norm_pos_iff.mpr fun h0 => hv (congrArg WithLp.ofLp h0)
  refine le_of_mul_le_mul_right ?_ hpos
  calc ‖E - c₀‖ * ‖WithLp.toLp 2 v‖ = ‖∑ j, c j • WithLp.toLp 2 (U j *ᵥ v)‖ := by
        rw [← h', norm_smul]
    _ ≤ ∑ j, ‖c j • WithLp.toLp 2 (U j *ᵥ v)‖ := norm_sum_le _ _
    _ = oneNorm c * ‖WithLp.toLp 2 v‖ := by
        rw [oneNorm, Finset.sum_mul]
        exact Finset.sum_congr rfl fun j _ => by
          rw [norm_smul, norm_unitary_mulVec (hA.1 j)]
```

The triangle inequality compares two eigenvalues through $c_0$.

```lean
/-- Half the distance between two eigenvalues of a linear combination of unitaries is at most
its one-norm. -/
theorem half_range_le_oneNorm {A : Matrix ι ι ℂ} {c₀ : ℂ} {c : J → ℂ}
    {U : J → Matrix ι ι ℂ} (hA : IsLCU A c₀ c U) {E₁ E₂ : ℂ} {v w : ι → ℂ}
    (hv : v ≠ 0) (hw : w ≠ 0) (h₁ : A *ᵥ v = E₁ • v) (h₂ : A *ᵥ w = E₂ • w) :
    ‖E₁ - E₂‖ / 2 ≤ oneNorm c := by
  have a := eigenvalue_near_constant hA hv h₁
  have b := eigenvalue_near_constant hA hw h₂
  have t := norm_sub_le (E₁ - c₀) (E₂ - c₀)
  rw [sub_sub_sub_cancel_right] at t
  linarith
```

The shift term vanishes on a sector vector.

```lean
/-- On a vector with `N v = n v` the shifted Hamiltonian acts exactly as `H`. -/
theorem shifted_mulVec (H K : Matrix ι ι ℂ) {N : Matrix ι ι ℂ} {n : ℂ} {v : ι → ℂ}
    (hN : N *ᵥ v = n • v) : shifted H K N n *ᵥ v = H *ᵥ v := by
  rw [shifted, Matrix.sub_mulVec, ← Matrix.mulVec_mulVec, Matrix.sub_mulVec,
    Matrix.smul_mulVec, Matrix.one_mulVec, hN, sub_self, Matrix.mulVec_zero, sub_zero]
```

The main theorem combines the last two results. Its hypotheses ask for nonzero common eigenvectors of $H$ and $N$; if $H$ and $N$ do not commute, a sector may contain few or none.

```lean
/-- If the shifted Hamiltonian is a linear combination of unitaries, then half the distance
between any two eigenvalues of `H` with eigenvectors in the sector `N = n` is at most the
one-norm. -/
theorem half_sector_range_le_oneNorm {H K N : Matrix ι ι ℂ} {n c₀ : ℂ} {c : J → ℂ}
    {U : J → Matrix ι ι ℂ} (hS : IsLCU (shifted H K N n) c₀ c U)
    {E₁ E₂ : ℂ} {v w : ι → ℂ} (hv : v ≠ 0) (hw : w ≠ 0)
    (hNv : N *ᵥ v = n • v) (hNw : N *ᵥ w = n • w)
    (h₁ : H *ᵥ v = E₁ • v) (h₂ : H *ᵥ w = E₂ • w) :
    ‖E₁ - E₂‖ / 2 ≤ oneNorm c :=
  half_range_le_oneNorm hS hv hw ((shifted_mulVec H K hNv).trans h₁)
    ((shifted_mulVec H K hNw).trans h₂)
```

For the diagonal construction, `hlev` finds $\kappa_k$ and $x_k$ level by level, `hU` proves the phase matrices unitary, and the remaining goals check the decomposition entry by entry and add the two coefficients $(b-a)/4$.

```lean
/-- Let `H` and `N` be real and diagonal in the same basis, with the energies of the sector `N = n`
in `[a, b]`, where `n` is real and `a ≤ b`. Then for some real diagonal `K` the shifted Hamiltonian
is the constant `(a + b) / 2` plus a linear combination of two unitaries with one-norm
`(b - a) / 2`. -/
theorem exists_optimal_shift (E ν : ι → ℝ) (n a b : ℝ) (hab : a ≤ b)
    (hE : ∀ k, ν k = n → a ≤ E k ∧ E k ≤ b) :
    ∃ (κ : ι → ℝ) (c : Fin 2 → ℂ) (U : Fin 2 → Matrix ι ι ℂ),
      IsLCU (shifted (diagonal fun k => (E k : ℂ)) (diagonal fun k => (κ k : ℂ))
        (diagonal fun k => (ν k : ℂ)) (n : ℂ)) (((a + b) / 2 : ℝ) : ℂ) c U ∧
      oneNorm c = (b - a) / 2 := by
  -- level by level: keep the sector, move all other levels to the midpoint
  have hlev : ∀ k, ∃ κ x : ℝ, x ^ 2 ≤ 1 ∧
      E k - κ * (ν k - n) = (a + b) / 2 + (b - a) / 2 * x := by
    intro k
    by_cases hk : ν k = n
    · obtain ⟨h1, h2⟩ := hE k hk
      rcases hab.eq_or_lt with h | h
      · exact ⟨0, 0, by norm_num, by linarith⟩
      · have hr : 0 < (b - a) / 2 := by linarith
        refine ⟨0, (E k - (a + b) / 2) / ((b - a) / 2), ?_, ?_⟩
        · rw [div_pow, div_le_one (pow_pos hr 2)]
          nlinarith [mul_nonneg (sub_nonneg.2 h1) (sub_nonneg.2 h2)]
        · rw [← mul_div_assoc, mul_div_cancel_left₀ _ hr.ne']
          ring
    · refine ⟨(E k - (a + b) / 2) / (ν k - n), 0, by norm_num, ?_⟩
      rw [div_mul_cancel₀ _ (sub_ne_zero.2 hk)]
      ring
  choose κ x hx hlev using hlev
  have hU : ∀ y : ι → ℝ, (∀ k, x k ^ 2 + y k ^ 2 = 1) →
      (diagonal fun k => (x k : ℂ) + (y k : ℂ) * Complex.I) ∈ Matrix.unitaryGroup ι ℂ := by
    intro y hy
    rw [Matrix.mem_unitaryGroup_iff, Matrix.star_eq_conjTranspose,
      Matrix.diagonal_conjTranspose, Matrix.diagonal_mul_diagonal, ← Matrix.diagonal_one]
    refine congrArg Matrix.diagonal (funext fun k => ?_)
    have h : (x k : ℂ) ^ 2 + (y k : ℂ) ^ 2 = 1 := by exact_mod_cast hy k
    change ((x k : ℂ) + y k * Complex.I) *
      (starRingEnd ℂ) ((x k : ℂ) + y k * Complex.I) = 1
    simp only [map_add, map_mul, Complex.conj_ofReal, Complex.conj_I]
    linear_combination h - (y k : ℂ) ^ 2 * Complex.I_sq
  have hs : ∀ k, √(1 - x k ^ 2) ^ 2 = 1 - x k ^ 2 := fun k =>
    Real.sq_sqrt (sub_nonneg.2 (hx k))
  -- a real number in [-1, 1] is the mean of two conjugate phases
  refine ⟨κ, fun _ => (((b - a) / 4 : ℝ) : ℂ),
    ![diagonal fun k => (x k : ℂ) + ((√(1 - x k ^ 2) : ℝ) : ℂ) * Complex.I,
      diagonal fun k => (x k : ℂ) + ((-√(1 - x k ^ 2) : ℝ) : ℂ) * Complex.I],
    ⟨?_, ?_⟩, ?_⟩
  · intro j
    fin_cases j
    · exact hU (fun k => √(1 - x k ^ 2)) fun k => by rw [hs]; ring
    · exact hU (fun k => -√(1 - x k ^ 2)) fun k => by rw [neg_sq, hs]; ring
  · ext i k
    by_cases hik : i = k
    · subst hik
      have hc : (E i : ℂ) - κ i * (ν i - n) = (a + b) / 2 + (b - a) / 2 * x i := by
        exact_mod_cast hlev i
      simp only [shifted, Matrix.sub_apply, Matrix.add_apply, Matrix.smul_apply,
        Matrix.diagonal_mul, Matrix.diagonal_apply_eq, Matrix.one_apply_eq, smul_eq_mul,
        Fin.sum_univ_two, Matrix.cons_val_zero, Matrix.cons_val_one]
      push_cast
      linear_combination hc
    · simp [shifted, Matrix.diagonal_mul, Fin.sum_univ_two, hik]
  · simp only [oneNorm, Fin.sum_univ_two, Complex.norm_real]
    rw [Real.norm_of_nonneg (by linarith)]
    ring
```

## Two sites of spinless fermions

In the basis 00, 10, 01, 11, the hopping $t$ connects the one-particle states and the interaction $u$ acts on 11.

```lean
/-- Two sites of spinless fermions with hopping `t` and interaction `u`, in the occupation
basis 00, 10, 01, 11. -/
def dimerH (t u : ℝ) : Matrix (Fin 4) (Fin 4) ℂ :=
  !![0, 0, 0, 0; 0, 0, (t : ℂ), 0; 0, (t : ℂ), 0, 0; 0, 0, 0, (u : ℂ)]

/-- The particle number of the two sites. -/
def dimerN : Matrix (Fin 4) (Fin 4) ℂ := !![0, 0, 0, 0; 0, 1, 0, 0; 0, 0, 1, 0; 0, 0, 0, 2]
```

The two Pauli products cancel in the corners and add in the one-particle block.

```lean
/-- The product of the Pauli matrices X on both sites. -/
def pauliXX : Matrix (Fin 4) (Fin 4) ℂ := !![0, 0, 0, 1; 0, 0, 1, 0; 0, 1, 0, 0; 1, 0, 0, 0]

/-- The product of the Pauli matrices Y on both sites. -/
def pauliYY : Matrix (Fin 4) (Fin 4) ℂ := !![0, 0, 0, -1; 0, 0, 1, 0; 0, 1, 0, 0; -1, 0, 0, 0]
```

With $n=1$ and $K=\mathrm{diag}(0,0,0,u)$, the shift removes $u$ and leaves $\frac t2(XX+YY)$, of one-norm $|t|$. The normalised states $(0,1,\pm1,0)/\sqrt2$ have energies $\pm t$, so the bound is attained; Lean uses them without the factor $1/\sqrt2$. The proof checks matrix and vector entries.

```lean
/-- For the two sites, a shift with `K = diag(0, 0, 0, u)` leaves `(t/2) (XX + YY)`, of one-norm
`|t|`, and the one-particle sector has eigenvectors with energies `t` and `-t`. -/
theorem half_sector_range_witness (t u : ℝ) :
    IsLCU (shifted (dimerH t u) !![0, 0, 0, 0; 0, 0, 0, 0; 0, 0, 0, 0; 0, 0, 0, (u : ℂ)]
      dimerN 1) 0 (fun _ : Fin 2 => ((t / 2 : ℝ) : ℂ)) ![pauliXX, pauliYY] ∧
    oneNorm (fun _ : Fin 2 => ((t / 2 : ℝ) : ℂ)) = |t| ∧
    (dimerN *ᵥ ![0, 1, 1, 0] = (1 : ℂ) • ![0, 1, 1, 0] ∧
      dimerH t u *ᵥ ![0, 1, 1, 0] = (t : ℂ) • ![0, 1, 1, 0]) ∧
    (dimerN *ᵥ ![0, 1, -1, 0] = (1 : ℂ) • ![0, 1, -1, 0] ∧
      dimerH t u *ᵥ ![0, 1, -1, 0] = (-t : ℂ) • ![0, 1, -1, 0]) := by
  refine ⟨⟨?_, ?_⟩, ?_, ⟨?_, ?_⟩, ?_, ?_⟩
  · intro j
    rw [Matrix.mem_unitaryGroup_iff]
    fin_cases j <;> ext i k <;> fin_cases i <;> fin_cases k <;>
      simp [pauliXX, pauliYY, Matrix.mul_apply, Fin.sum_univ_succ, Matrix.star_apply]
  · have h1 : (1 : Matrix (Fin 4) (Fin 4) ℂ) =
        !![1, 0, 0, 0; 0, 1, 0, 0; 0, 0, 1, 0; 0, 0, 0, 1] := by
      ext i k
      fin_cases i <;> fin_cases k <;> simp
    rw [shifted, h1]
    ext i k
    fin_cases i <;> fin_cases k <;>
      norm_num [dimerH, dimerN, pauliXX, pauliYY, Matrix.mul_apply, Matrix.vecMul,
        dotProduct, Fin.sum_univ_succ]
  · simp only [oneNorm, Fin.sum_univ_two, Complex.norm_real, Real.norm_eq_abs, abs_div, abs_two]
    ring
  all_goals
    ext i
    fin_cases i <;> simp [dimerN, dimerH, Matrix.mulVec, dotProduct, Fin.sum_univ_succ]
```

Without the shift, the two-particle state with energy $u$ and the one-particle state with energy $-t$ force a one-norm of at least $|u+t|/2$. For strong interaction this exceeds $|t|$, and the shift then beats every unshifted decomposition of this two-site model.

```lean
/-- Without a shift, every decomposition of the two-site Hamiltonian into a constant and
unitaries has one-norm at least `|u + t| / 2`. -/
theorem dimer_unshifted_bound (t u : ℝ) {c₀ : ℂ} {c : J → ℂ}
    {U : J → Matrix (Fin 4) (Fin 4) ℂ} (h : IsLCU (dimerH t u) c₀ c U) :
    |u + t| / 2 ≤ oneNorm c := by
  have hv : (![0, 0, 0, 1] : Fin 4 → ℂ) ≠ 0 := fun h0 => by
    have := congrFun h0 3
    simp at this
  have hw : (![0, 1, -1, 0] : Fin 4 → ℂ) ≠ 0 := fun h0 => by
    have := congrFun h0 1
    simp at this
  -- the state with both sites occupied has energy u
  have h₁ : dimerH t u *ᵥ ![0, 0, 0, 1] = (u : ℂ) • ![0, 0, 0, 1] := by
    ext i
    fin_cases i <;> simp [dimerH, Matrix.mulVec, dotProduct, Fin.sum_univ_succ]
  have key := half_range_le_oneNorm h hv hw h₁ (half_sector_range_witness t u).2.2.2.2
  rwa [sub_neg_eq_add, ← Complex.ofReal_add, Complex.norm_real, Real.norm_eq_abs] at key

end

end SymmetryShiftOneNorm
```

```lean
#print axioms SymmetryShiftOneNorm.half_sector_range_le_oneNorm
-- 'SymmetryShiftOneNorm.half_sector_range_le_oneNorm' depends on axioms: [propext, Classical.choice, Quot.sound]
#print axioms SymmetryShiftOneNorm.exists_optimal_shift
-- 'SymmetryShiftOneNorm.exists_optimal_shift' depends on axioms: [propext, Classical.choice, Quot.sound]
#print axioms SymmetryShiftOneNorm.dimer_unshifted_bound
-- 'SymmetryShiftOneNorm.dimer_unshifted_bound' depends on axioms: [propext, Classical.choice, Quot.sound]
```
